# An energy analytic on the real line and linear on one segment has zero fundamental gap

Suppose a code scans the total energy at fractional electron numbers, fits one polynomial to the points from \(N-1\) to \(N+1\), and reads the fundamental gap from the fit. If that polynomial is exactly straight between \(N-1\) and \(N\), the gap it returns is zero, whatever the data on the other side of \(N\). A fit that is to be exactly linear between integers and also keep a gap needs separate pieces.

## The second difference vanishes

Let \(E(x)\) be the energy at particle number \(x\). The fundamental gap at \(N\) is the ionization energy \(I=E(N-1)-E(N)\) minus the electron affinity \(A=E(N)-E(N+1)\):

\[
I-A=E(N-1)-2E(N)+E(N+1).
\]

If \(E\) is real analytic on all of \(\mathbb R\) and linear on \([0,1]\), then for every integer \(n\)

\[
E(n+1)+E(n-1)=2E(n).
\]

More generally, let \(U\subseteq\mathbb R\) be a connected set on which \(E\) is analytic, and let \(E\) be linear on one segment \([a,b]\subseteq U\) with \(a<b\). Then the gap is zero at every \(N\) with \(N-1\) and \(N+1\) in \(U\).

## Fits and corrections written as one formula

For the polynomial fit, take \(U=[N-1,N+1]\), \(a=N-1\) and \(b=N\). The same holds for a correction that removes curvature in particle number: if the corrected total energy is analytic on the whole range \([N-1,N+1]\) and exactly straight on one side of \(N\), its gap at \(N\) vanishes. In this one-variable model of electronic structure, a nonzero gap then requires a formula that is not analytic throughout the range, such as one that changes branch at \(N\).

## From one segment to the whole set

Linearity on \([a,b]\) means that, for \(0\le t\le1\),

\[
E((1-t)a+tb)=(1-t)E(a)+tE(b).
\]

For \(x\in[a,b]\), put \(t=(x-a)/(b-a)\). Then \((1-t)a+tb=x\), and

\[
E(x)=L(x):=E(a)+s(x-a),\qquad s=\frac{E(b)-E(a)}{b-a}.
\]

The difference \(D=E-L\) is analytic on \(U\) and vanishes near the midpoint \((a+b)/2\). Let \(Z\) be the set of points of \(U\) around which \(D\) is identically zero. It is nonempty, and open in \(U\). It is also closed in \(U\): at a limit point in \(U\), all derivatives of \(D\) vanish by continuity, so its power series there is zero. Since \(U\) is connected, \(Z=U\), and \(E=L\) on \(U\).

A connected set containing \(N-1\) and \(N+1\) also contains \(N\). Therefore

\[
I-A=L(N-1)-2L(N)+L(N+1)=s(-1+1)=0.
\]

## Kinks and smooth energies

If \(E\) is linear on both \([N-1,N]\) and \([N,N+1]\), its slopes are \(E(N)-E(N-1)=-I\) and \(E(N+1)-E(N)=-A\). Differentiability at \(N\) would make both equal to \(E'(N)\), so that \(I-A=0\). A nonzero gap therefore excludes a derivative at \(N\).

The energy \(\tfrac g2|x-1|\) is linear on \([0,1]\) and \([1,2]\), and its gap at 1 is \(\tfrac g2+\tfrac g2=g\), for any real \(g\).

Infinite differentiability is not enough for the one-segment result. Take the energy that is zero for \(x\le1\) and \(e^{-1/(x-1)}\) for \(x>1\). Each derivative on the right is a polynomial in \(1/(x-1)\) times the exponential, which tends to zero faster than any power of \(x-1\), so all derivatives join smoothly at 1. The energy is linear on \([0,1]\), yet its gap at 1 is \(e^{-1}>0\).

## The theorems in Lean

```lean
import Mathlib

open Set Topology

namespace PiecewiseLinearityGap

noncomputable section

/-- The energy between particle numbers `a` and `b` is the weighted mean of the energies
at the two ends, as for an ensemble of the two end states. -/
def LinearOn (E : ℝ → ℝ) (a b : ℝ) : Prop :=
  ∀ t ∈ Icc (0 : ℝ) 1, E ((1 - t) * a + t * b) = (1 - t) * E a + t * E b

/-- The fundamental gap at particle number `N`: ionization energy minus electron affinity. -/
def gap (E : ℝ → ℝ) (N : ℝ) : ℝ :=
  (E (N - 1) - E N) - (E N - E (N + 1))

/-- On a linear segment the energy is a straight line in the particle number, with slope
given by the energy difference of the two ends. -/
theorem linearOn_eq {E : ℝ → ℝ} {a b x : ℝ} (hab : a < b) (hE : LinearOn E a b)
    (hx : x ∈ Icc a b) : E x = E a + (E b - E a) / (b - a) * (x - a) := by
  have hba : b - a ≠ 0 := sub_ne_zero.mpr hab.ne'
  have hpos : 0 < b - a := sub_pos.mpr hab
  -- the ensemble weight that gives the mean particle number `x`
  have h := hE ((x - a) / (b - a))
    ⟨div_nonneg (by linarith [hx.1]) hpos.le, (div_le_one hpos).mpr (by linarith [hx.2])⟩
  have ht : (x - a) / (b - a) * (b - a) = x - a := div_mul_cancel₀ _ hba
  have hx' : (1 - (x - a) / (b - a)) * a + (x - a) / (b - a) * b = x := by
    linear_combination ht
  rw [hx'] at h
  linear_combination h

/-- An energy that is analytic on a connected set of particle numbers and linear on one
segment in it follows the same straight line on the whole set. -/
theorem analytic_linear_extends {E : ℝ → ℝ} {U : Set ℝ} {a b : ℝ}
    (hA : AnalyticOnNhd ℝ E U) (hU : IsPreconnected U) (hab : a < b)
    (hsub : Icc a b ⊆ U) (hE : LinearOn E a b) :
    ∀ x ∈ U, E x = E a + (E b - E a) / (b - a) * (x - a) := by
  have h1 : a < (a + b) / 2 := by linarith
  have h2 : (a + b) / 2 < b := by linarith
  have hg : AnalyticOnNhd ℝ (fun x : ℝ => E a + (E b - E a) / (b - a) * (x - a)) U :=
    fun x _ => by fun_prop
  -- energy and line agree near the midpoint of the segment
  have hev : E =ᶠ[𝓝 ((a + b) / 2)]
      (fun x : ℝ => E a + (E b - E a) / (b - a) * (x - a)) := by
    filter_upwards [Ioo_mem_nhds h1 h2] with x hx
    exact linearOn_eq hab hE ⟨hx.1.le, hx.2.le⟩
  -- the identity theorem carries the agreement over to `U`
  intro x hx
  exact hA.eqOn_of_preconnected_of_eventuallyEq hg hU (hsub ⟨h1.le, h2.le⟩) hev hx

/-- If the energy is analytic on a connected set of particle numbers and linear on one
segment in it, the fundamental gap vanishes at every `N` with `N - 1` and `N + 1` in the set. -/
theorem gap_eq_zero_of_analytic {E : ℝ → ℝ} {U : Set ℝ} {a b N : ℝ}
    (hA : AnalyticOnNhd ℝ E U) (hU : IsPreconnected U) (hab : a < b)
    (hsub : Icc a b ⊆ U) (hE : LinearOn E a b) (hm : N - 1 ∈ U) (hp : N + 1 ∈ U) :
    gap E N = 0 := by
  have hN : N ∈ U := hU.Icc_subset hm hp ⟨by linarith, by linarith⟩
  have line := analytic_linear_extends hA hU hab hsub hE
  have e1 := line _ hm
  have e2 := line _ hN
  have e3 := line _ hp
  unfold gap
  linear_combination e1 - 2 * e2 + e3

/-- An energy analytic on the whole real line and linear between zero and one particle
satisfies `E (n + 1) + E (n - 1) = 2 E n` at every integer `n`. -/
theorem second_difference_eq_zero {E : ℝ → ℝ} (hA : AnalyticOnNhd ℝ E univ)
    (hE : LinearOn E 0 1) (n : ℤ) :
    E ((n : ℝ) + 1) + E ((n : ℝ) - 1) = 2 * E (n : ℝ) := by
  have h := gap_eq_zero_of_analytic (N := (n : ℝ)) hA isPreconnected_univ
    zero_lt_one (subset_univ _) hE (mem_univ _) (mem_univ _)
  unfold gap at h
  linarith

/-- The derivative of the energy within a linear segment, ends included, is the energy
difference of the ends divided by the length of the segment. -/
theorem linearOn_hasDerivWithinAt {E : ℝ → ℝ} {a b x : ℝ} (hab : a < b)
    (hE : LinearOn E a b) (hx : x ∈ Icc a b) :
    HasDerivWithinAt E ((E b - E a) / (b - a)) (Icc a b) x := by
  have hlin : HasDerivAt (fun y : ℝ => E a + (E b - E a) / (b - a) * (y - a))
      ((E b - E a) / (b - a)) x :=
    HasDerivAt.congr_deriv
      ((((hasDerivAt_id' x).sub_const a).const_mul ((E b - E a) / (b - a))).const_add (E a))
      (mul_one _)
  exact hlin.hasDerivWithinAt.congr (fun y hy => linearOn_eq hab hE hy)
    (linearOn_eq hab hE hx)

/-- An energy that is linear on both unit segments meeting at `N` and has a nonzero
fundamental gap there is not differentiable at `N`. -/
theorem not_differentiableAt_of_gap {E : ℝ → ℝ} {N : ℝ} (hl : LinearOn E (N - 1) N)
    (hr : LinearOn E N (N + 1)) (hgap : gap E N ≠ 0) : ¬ DifferentiableAt ℝ E N := by
  intro hd
  have h1 : N - 1 < N := by linarith
  have h2 : N < N + 1 := by linarith
  have m1 : N ∈ Icc (N - 1) N := ⟨h1.le, le_rfl⟩
  have m2 : N ∈ Icc N (N + 1) := ⟨le_rfl, h2.le⟩
  -- both one-sided slopes must equal the derivative
  have e1 := ((linearOn_hasDerivWithinAt h1 hl m1).derivWithin
    (uniqueDiffOn_Icc h1 N m1)).symm.trans
    (hd.hasDerivAt.hasDerivWithinAt.derivWithin (uniqueDiffOn_Icc h1 N m1))
  have e2 := ((linearOn_hasDerivWithinAt h2 hr m2).derivWithin
    (uniqueDiffOn_Icc h2 N m2)).symm.trans
    (hd.hasDerivAt.hasDerivWithinAt.derivWithin (uniqueDiffOn_Icc h2 N m2))
  rw [show N - (N - 1) = 1 by ring, div_one] at e1
  rw [show N + 1 - N = 1 by ring, div_one] at e2
  apply hgap
  unfold gap
  linarith

/-- A model energy with a kink of strength `g` at one particle. -/
def kinkedEnergy (g x : ℝ) : ℝ := g / 2 * |x - 1|

/-- The kinked energy is linear on `[0, 1]` and on `[1, 2]`, and its fundamental gap at one
particle is `g`. -/
theorem kinkedEnergy_witness (g : ℝ) :
    LinearOn (kinkedEnergy g) 0 1 ∧ LinearOn (kinkedEnergy g) 1 2 ∧
      gap (kinkedEnergy g) 1 = g := by
  have hl : ∀ x : ℝ, x ≤ 1 → kinkedEnergy g x = g / 2 * (1 - x) := by
    intro x hx
    unfold kinkedEnergy
    rw [abs_of_nonpos (show x - 1 ≤ 0 by linarith)]
    ring
  have hr : ∀ x : ℝ, 1 ≤ x → kinkedEnergy g x = g / 2 * (x - 1) := by
    intro x hx
    unfold kinkedEnergy
    rw [abs_of_nonneg (show 0 ≤ x - 1 by linarith)]
  refine ⟨fun t ht => ?_, fun t ht => ?_, ?_⟩
  · rw [hl ((1 - t) * 0 + t * 1) (by linarith [ht.2]), hl 0 (by norm_num), hl 1 le_rfl]
    ring
  · rw [hr ((1 - t) * 1 + t * 2) (by linarith [ht.1]), hr 1 le_rfl, hr 2 (by norm_num)]
    ring
  · unfold gap
    rw [hl (1 - 1) (by norm_num), hl 1 le_rfl, hr (1 + 1) (by norm_num)]
    ring

/-- A model energy that is zero up to one particle and then rises as `exp (-1 / (x - 1))`. -/
def smoothEnergy (x : ℝ) : ℝ := expNegInvGlue (x - 1)

/-- The model energy `smoothEnergy` is infinitely differentiable and linear on `[0, 1]`, and
its fundamental gap at one particle is positive. -/
theorem smoothEnergy_gap_pos :
    (∀ k : ℕ∞, ContDiff ℝ k smoothEnergy) ∧ LinearOn smoothEnergy 0 1 ∧
      0 < gap smoothEnergy 1 := by
  have hz : ∀ x : ℝ, x ≤ 1 → smoothEnergy x = 0 := fun x hx =>
    expNegInvGlue.zero_of_nonpos (by linarith)
  refine ⟨fun k => ?_, fun t ht => ?_, ?_⟩
  · exact expNegInvGlue.contDiff.comp (contDiff_id.sub contDiff_const)
  · rw [hz ((1 - t) * 0 + t * 1) (by linarith [ht.2]), hz 0 (by norm_num), hz 1 le_rfl]
    ring
  · have hpos : 0 < smoothEnergy (1 + 1) := expNegInvGlue.pos_of_pos (by norm_num)
    unfold gap
    rw [hz (1 - 1) (by norm_num), hz 1 le_rfl]
    linarith

end

end PiecewiseLinearityGap
```

```lean
#print axioms PiecewiseLinearityGap.gap_eq_zero_of_analytic
#print axioms PiecewiseLinearityGap.second_difference_eq_zero
#print axioms PiecewiseLinearityGap.not_differentiableAt_of_gap
#print axioms PiecewiseLinearityGap.smoothEnergy_gap_pos
```

```
'PiecewiseLinearityGap.gap_eq_zero_of_analytic' depends on axioms: [propext, Classical.choice, Quot.sound]
'PiecewiseLinearityGap.second_difference_eq_zero' depends on axioms: [propext, Classical.choice, Quot.sound]
'PiecewiseLinearityGap.not_differentiableAt_of_gap' depends on axioms: [propext, Classical.choice, Quot.sound]
'PiecewiseLinearityGap.smoothEnergy_gap_pos' depends on axioms: [propext, Classical.choice, Quot.sound]
```

## How the statements and proofs read

The energy is a function `E : ℝ → ℝ`. `LinearOn E a b` is the linearity formula above, and `gap E N` is \(I-A\). `AnalyticOnNhd ℝ E U` says that around every point of `U` the function `E` equals the sum of a convergent power series; `IsPreconnected U` supplies the connectedness.

`linearOn_eq` inserts the weight \(t\) and obtains the line. `analytic_linear_extends` shows that energy and line agree near the midpoint, then applies Mathlib's identity theorem, `eqOn_of_preconnected_of_eventuallyEq`. In `gap_eq_zero_of_analytic`, the combination `e1 - 2 * e2 + e3` is the second difference of the line. `second_difference_eq_zero` sets `U` to `univ`, the whole real line, and the segment to \([0,1]\).

`linearOn_hasDerivWithinAt` gives the slope within a segment, ends included. `not_differentiableAt_of_gap` uses uniqueness of the derivative within each segment to equate both slopes with the derivative at `N`. `kinkedEnergy_witness` and `smoothEnergy_gap_pos` treat the two examples by evaluating each branch; the second uses Mathlib's `expNegInvGlue` for smoothness and states that the gap is positive, without its value.

## Exact linearity and assumed ensembles

Linearity is a hypothesis. It stands for a zero-temperature mixture of the states at the two ends, and is not derived here from a Hamiltonian or a density functional. Nor do the theorems say whether a particular functional gives an analytic energy. Analyticity on all of \(\mathbb R\) includes negative particle numbers, which have no physical meaning; for \(N\ge2\), the version with \(U=[N-1,N+1]\) avoids them.

The linearity must also be exact. For small \(\varepsilon>0\), the function \(\sqrt{(x-1)^2+\varepsilon^2}\) is analytic on \(\mathbb R\) and stays within \(\varepsilon\) of \(|x-1|\), but its gap at 1 is \(2\sqrt{1+\varepsilon^2}-2\varepsilon\), close to 2. A scan that looks straight to within numerical tolerance therefore does not by itself imply a small gap.
